# One-loop vacuum polarization by a lepton of mass M lowers the apparent squared charge radius by 2α/(5πM²)

## Can a lepton loop pass for a change in charge radius?

I take the squared charge radius to be a slope at zero momentum transfer, approached from the spacelike side only. With y = Q² ≥ 0 and ħ = c = 1, a form factor G of unit charge has squared radius R if G(0) = 1 and its right derivative at 0 is −R/6. A lepton loop of mass M in the exchanged photon multiplies G(y) by 1 + (2α/π) P(y/M²), where α is the fine-structure constant and

P(s) = ∫₀¹ x(1−x) ln(1 + s x(1−x)) dx.

Expanding the logarithm suggests that anyone who reads the radius off the product finds R − 2α/(5πM²). I would like to see this made rigorous, with an error bound on the expansion, and checked by machine. Can the true radius also be recovered from the apparent one?

## The radius as a one-sided slope, the lepton as a length

Yes to both. The definition of the radius as a right derivative can be kept as it is, so nothing is assumed about G at timelike momentum transfer. A second choice concerns the lepton: it enters through its reduced Compton wavelength ƛ = 1/M, so that its loop contributes P(ƛ²y) and no mass appears in a denominator. Several leptons, labelled by i, then give the factor

L(y) = 1 + (2α/π) Σᵢ P(ƛᵢ²y).

The dressed form factor is D(y) = G(y) L(y). The claim becomes an equivalence: G has squared radius R exactly when D has squared radius R − (2α/5π) Σᵢ ƛᵢ².

## From the logarithm to the radius shift

For u ≥ 0, consider the two differences

f(u) = ln(1+u) − u + u²/2,

g(u) = u − u²/2 + u³/3 − ln(1+u).

Both vanish at u = 0, and their derivatives are

f′(u) = 1/(1+u) − 1 + u = u²/(1+u) ≥ 0,

g′(u) = 1 − u + u² − 1/(1+u) = u³/(1+u) ≥ 0.

Hence f and g are nonnegative, which gives

u − u²/2 ≤ ln(1+u) ≤ u − u²/2 + u³/3.

The simpler bound ln(1+u) ≤ u also holds.

Now let w = x(1−x), which is nonnegative on [0, 1], and put u = sw with s ≥ 0. Multiplying the bounds by w and integrating over x requires three moments:

∫₀¹ w² dx = 1/30, ∫₀¹ w³ dx = 1/140, ∫₀¹ w⁴ dx = 1/630.

The bound ln(1+u) ≤ u gives P(s) ≤ s/30. The other two give

s/30 − s²/280 ≤ P(s) ≤ s/30 − s²/280 + s³/1890.

In terms of the deficit s/30 − P(s), this reads

0 ≤ s/30 − P(s) ≤ s²/280,

s²/280 − s³/1890 ≤ s/30 − P(s).

Dividing the last line by s² and letting s → 0 shows that no constant smaller than 1/280 would do. For s > 0, the linear term s/30 is too large by at most the fraction 3s/28 of itself.

Since P(0) = 0, for s > 0 we have

|P(s)/s − 1/30| ≤ s/280.

So P has right derivative 1/30 at 0. By the chain rule, y ↦ P(ƛᵢ²y) has right derivative ƛᵢ²/30 there, and therefore

L(0) = 1, L′(0) = (α/15π) Σᵢ ƛᵢ².

If G has squared radius R, the product rule gives D(0) = 1 and

D′(0) = G′(0) L(0) + G(0) L′(0)
= −R/6 + (α/15π) Σᵢ ƛᵢ²
= −(1/6) [R − (2α/5π) Σᵢ ƛᵢ²].

Conversely, suppose that D has the shifted squared radius. Then G(0) = D(0)/L(0) = 1. Because L is continuous from the right at 0 and L(0) = 1, it is nonzero for small y ≥ 0, where G = D/L. The quotient rule gives

G′(0) = [D′(0) L(0) − D(0) L′(0)] / L(0)² = −R/6.

## What the theorems say about form factors

`vacPol` is P, `loopFactor` is L and `dressed` is D. The finite set `S` lists the leptons in the loops, and `lam i` is ƛᵢ. The structure `HasSquaredRadius G R` has two fields: `charge` says G(0) = 1, and `slope` says that G has derivative `-R / 6` at 0 within `Set.Ici 0`, the half-line y ≥ 0.

`vacPol_bounds` states the three inequalities for the deficit for every s ≥ 0, not only for small s. `squaredRadius_shift` is the equivalence, for any function G and any real R. For a single lepton with `lam i` equal to 1/M, the shift is 2α/(5πM²).

The theorems allow any real α; physically it is the strength of the electromagnetic coupling, and its positive sign makes the apparent squared radius smaller. The loop function is the standard one-loop result, renormalised so that the charge at Q² = 0 is the measured one. It enters as a definition and is not derived from QED. Two-photon exchange, higher loops and hadronic vacuum polarization are absent. The theorems also stay in momentum space: the Uehling potential as a function of distance does not appear.

Within this one-loop, one-photon-exchange model, the result bears on charge radii extracted from the low-Q² limit of elastic scattering data that have not already been corrected for vacuum polarization, and on atomic structure calculations that replace the Uehling potential by its leading contact term. That linear regime requires Q² to be small compared with M². For electron loops this is a strong restriction in scattering, but typical momenta in light electronic atoms satisfy it.

In Lean 4 with Mathlib:

```lean
import Mathlib

open scoped Topology

noncomputable section

namespace UehlingRadiusShift

/-- The one-loop vacuum polarization function of a lepton, at spacelike momentum transfer
`s = Q² / M²` in units of the lepton mass. -/
def vacPol (s : ℝ) : ℝ :=
  ∫ x in (0 : ℝ)..1, x * (1 - x) * Real.log (1 + s * (x * (1 - x)))

/-- The factor by which lepton loops enhance one-photon exchange at `y = Q²`; lepton `i` has
reduced Compton wavelength `lam i`, the inverse of its mass for `ħ = c = 1`. -/
def loopFactor {ι : Type*} (α : ℝ) (S : Finset ι) (lam : ι → ℝ) (y : ℝ) : ℝ :=
  1 + 2 * α / Real.pi * ∑ i ∈ S, vacPol (lam i ^ 2 * y)

/-- The form factor `G` multiplied by the vacuum polarization factor. -/
def dressed {ι : Type*} (α : ℝ) (S : Finset ι) (lam : ι → ℝ) (G : ℝ → ℝ) (y : ℝ) : ℝ :=
  G y * loopFactor α S lam y

/-- A form factor `G(Q²)` of unit charge has squared radius `R` if its right derivative at
zero momentum transfer is `-R/6`. -/
structure HasSquaredRadius (G : ℝ → ℝ) (R : ℝ) : Prop where
  charge : G 0 = 1
  slope : HasDerivWithinAt G (-R / 6) (Set.Ici 0) 0

/-- A function that vanishes at zero and has nonnegative slope on the half-line is nonnegative
there. -/
theorem nonneg_of_slope {f f' : ℝ → ℝ} (h0 : f 0 = 0)
    (hd : ∀ u, 0 ≤ u → HasDerivAt f (f' u) u) (hp : ∀ u, 0 ≤ u → 0 ≤ f' u)
    {u : ℝ} (hu : 0 ≤ u) : 0 ≤ f u := by
  have hm : MonotoneOn f (Set.Ici 0) := by
    apply monotoneOn_of_deriv_nonneg (convex_Ici 0)
    · exact fun v hv => (hd v hv).continuousAt.continuousWithinAt
    · intro v hv
      have h : v ∈ Set.Ici (0 : ℝ) := interior_subset hv
      exact (hd v h).differentiableAt.differentiableWithinAt
    · intro v hv
      have h : v ∈ Set.Ici (0 : ℝ) := interior_subset hv
      rw [(hd v h).deriv]
      exact hp v h
  have h := hm (Set.mem_Ici.2 le_rfl) (Set.mem_Ici.2 hu) hu
  rwa [h0] at h

/-- For `u ≥ 0` the logarithm `ln(1+u)` lies between its Taylor polynomials of second and
third order. -/
theorem log_taylor_bounds {u : ℝ} (hu : 0 ≤ u) :
    u - u ^ 2 / 2 ≤ Real.log (1 + u) ∧ Real.log (1 + u) ≤ u - u ^ 2 / 2 + u ^ 3 / 3 := by
  have hlog : ∀ v : ℝ, 0 ≤ v →
      HasDerivAt (fun t : ℝ => Real.log (1 + t)) (1 / (1 + v)) v := fun v hv =>
    HasDerivAt.log ((hasDerivAt_id' v).const_add 1) (by positivity)
  have hq : ∀ v : ℝ, HasDerivAt (fun t : ℝ => t - t ^ 2 / 2) (1 - v) v := fun v =>
    ((hasDerivAt_id' v).fun_sub ((hasDerivAt_pow 2 v).div_const 2)).congr_deriv (by
      simp only [Nat.cast_ofNat, Nat.reduceSub]; ring)
  have hc : ∀ v : ℝ, HasDerivAt (fun t : ℝ => t ^ 3 / 3) (v ^ 2) v := fun v =>
    ((hasDerivAt_pow 3 v).div_const 3).congr_deriv (by
      simp only [Nat.cast_ofNat, Nat.reduceSub]; ring)
  constructor
  · have h := nonneg_of_slope (f := fun t : ℝ => Real.log (1 + t) - (t - t ^ 2 / 2))
      (f' := fun v => v ^ 2 / (1 + v)) (by simp)
      (fun v hv => ((hlog v hv).fun_sub (hq v)).congr_deriv (by
        have : 1 + v ≠ 0 := by positivity
        field_simp
        ring))
      (fun v hv => by positivity) hu
    linarith
  · have h := nonneg_of_slope
      (f := fun t : ℝ => (t - t ^ 2 / 2) + t ^ 3 / 3 - Real.log (1 + t))
      (f' := fun v => v ^ 3 / (1 + v)) (by simp)
      (fun v hv => (((hq v).fun_add (hc v)).fun_sub (hlog v hv)).congr_deriv (by
        have : 1 + v ≠ 0 := by positivity
        field_simp
        ring))
      (fun v hv => by positivity) hu
    linarith

/-- The Feynman-parameter moments of `x(1-x)` of order two, three and four are `1/30`, `1/140`
and `1/630`. -/
theorem feynman_moments (a b c : ℝ) :
    ∫ x in (0 : ℝ)..1, x * (1 - x) *
      (a * (x * (1 - x)) + b * (x * (1 - x)) ^ 2 + c * (x * (1 - x)) ^ 3)
      = a / 30 + b / 140 + c / 630 := by
  rw [intervalIntegral.integral_eq_sub_of_hasDerivAt
    (f := fun x : ℝ => a / 3 * x ^ 3 + (b / 4 - a / 2) * x ^ 4
      + (a / 5 - 3 * b / 5 + c / 5) * x ^ 5 + (b / 2 - 2 * c / 3) * x ^ 6
      + (6 * c / 7 - b / 7) * x ^ 7 + (-c / 2) * x ^ 8 + c / 9 * x ^ 9)]
  · try beta_reduce
    ring
  · intro x _
    have h := fun (k : ℕ) (r : ℝ) => (hasDerivAt_pow k x).const_mul r
    exact (((((((h 3 _).fun_add (h 4 _)).fun_add (h 5 _)).fun_add (h 6 _)).fun_add
      (h 7 _)).fun_add (h 8 _)).fun_add (h 9 _)).congr_deriv (by
        simp only [Nat.cast_ofNat, Nat.reduceSub]; ring)
  · exact Continuous.intervalIntegrable (by fun_prop) 0 1

/-- For `s ≥ 0` the vacuum polarization function is `s/30` up to a deficit between
`s²/280 - s³/1890` and `s²/280`, and the deficit is never negative. -/
theorem vacPol_bounds {s : ℝ} (hs : 0 ≤ s) :
    0 ≤ s / 30 - vacPol s ∧ s / 30 - vacPol s ≤ s ^ 2 / 280 ∧
      s ^ 2 / 280 - s ^ 3 / 1890 ≤ s / 30 - vacPol s := by
  have hw : ∀ x ∈ Set.Icc (0 : ℝ) 1, 0 ≤ x * (1 - x) := fun x hx =>
    mul_nonneg hx.1 (sub_nonneg.2 hx.2)
  have hint : IntervalIntegrable
      (fun x : ℝ => x * (1 - x) * Real.log (1 + s * (x * (1 - x))))
      MeasureTheory.volume 0 1 := by
    apply ContinuousOn.intervalIntegrable
    rw [Set.uIcc_of_le zero_le_one]
    refine ContinuousOn.mul (by fun_prop) (ContinuousOn.log (by fun_prop) ?_)
    intro x hx
    have := mul_nonneg hs (hw x hx)
    positivity
  have hpoly : ∀ a b c : ℝ, IntervalIntegrable (fun x : ℝ => x * (1 - x) *
      (a * (x * (1 - x)) + b * (x * (1 - x)) ^ 2 + c * (x * (1 - x)) ^ 3))
      MeasureTheory.volume 0 1 := fun a b c =>
    Continuous.intervalIntegrable (by fun_prop) 0 1
  -- a polynomial bound on the logarithm integrates to a bound on the loop function
  have upper : ∀ a b c : ℝ, (∀ w : ℝ, 0 ≤ w →
      Real.log (1 + s * w) ≤ a * w + b * w ^ 2 + c * w ^ 3) →
      vacPol s ≤ a / 30 + b / 140 + c / 630 := by
    intro a b c h
    rw [← feynman_moments a b c]
    exact intervalIntegral.integral_mono_on zero_le_one hint (hpoly a b c)
      (fun x hx => mul_le_mul_of_nonneg_left (h _ (hw x hx)) (hw x hx))
  have lower : ∀ a b c : ℝ, (∀ w : ℝ, 0 ≤ w →
      a * w + b * w ^ 2 + c * w ^ 3 ≤ Real.log (1 + s * w)) →
      a / 30 + b / 140 + c / 630 ≤ vacPol s := by
    intro a b c h
    rw [← feynman_moments a b c]
    exact intervalIntegral.integral_mono_on zero_le_one (hpoly a b c) hint
      (fun x hx => mul_le_mul_of_nonneg_left (h _ (hw x hx)) (hw x hx))
  have h1 := upper s 0 0 (fun w hw => by
    have hpos : 0 < 1 + s * w := by positivity
    linarith [Real.log_le_sub_one_of_pos hpos])
  have h2 := lower s (-s ^ 2 / 2) 0 (fun w hw => by
    linarith [(log_taylor_bounds (mul_nonneg hs hw)).1])
  have h3 := upper s (-s ^ 2 / 2) (s ^ 3 / 3) (fun w hw => by
    linarith [(log_taylor_bounds (mul_nonneg hs hw)).2])
  refine ⟨?_, ?_, ?_⟩ <;> linarith

/-- The vacuum polarization function has right derivative `1/30` at zero momentum transfer. -/
theorem vacPol_slope : HasDerivWithinAt vacPol (1 / 30) (Set.Ici 0) 0 := by
  have h0 : vacPol 0 = 0 := by simp [vacPol]
  rw [hasDerivWithinAt_iff_isLittleO, Asymptotics.isLittleO_iff]
  intro c hc
  filter_upwards [self_mem_nhdsWithin, mem_nhdsWithin_of_mem_nhds
    (Iio_mem_nhds (show (0 : ℝ) < 280 * c by positivity))] with s hs hsc
  have hs' : 0 ≤ s := hs
  have hsc' : s < 280 * c := hsc
  obtain ⟨h1, h2, -⟩ := vacPol_bounds hs'
  have h3 : s ^ 2 / 280 ≤ c * s := by
    nlinarith [mul_nonneg hs' (sub_nonneg.2 hsc'.le)]
  have h4 : 0 ≤ c * s := by positivity
  simp only [h0, smul_eq_mul, sub_zero, Real.norm_eq_abs]
  rw [abs_of_nonneg hs', abs_le]
  constructor <;> linarith

/-- The loop factor has right derivative `(2α/π)(1/30) Σ ƛᵢ²` at zero momentum transfer. -/
theorem loopFactor_slope {ι : Type*} (α : ℝ) (S : Finset ι) (lam : ι → ℝ) :
    HasDerivWithinAt (loopFactor α S lam)
      (2 * α / Real.pi * (1 / 30 * ∑ i ∈ S, lam i ^ 2)) (Set.Ici 0) 0 := by
  have hi : ∀ i ∈ S, HasDerivWithinAt (fun y : ℝ => vacPol (lam i ^ 2 * y))
      (1 / 30 * (lam i ^ 2 * 1)) (Set.Ici 0) 0 := by
    intro i _
    have hl : HasDerivWithinAt (fun y : ℝ => lam i ^ 2 * y) (lam i ^ 2 * 1)
        (Set.Ici 0) 0 := ((hasDerivAt_id' (0 : ℝ)).const_mul (lam i ^ 2)).hasDerivWithinAt
    have hmaps : Set.MapsTo (fun y : ℝ => lam i ^ 2 * y) (Set.Ici 0) (Set.Ici 0) :=
      fun y hy => mul_nonneg (sq_nonneg (lam i)) hy
    have hcomp : HasDerivWithinAt (vacPol ∘ fun y : ℝ => lam i ^ 2 * y)
        (1 / 30 * (lam i ^ 2 * 1)) (Set.Ici 0) 0 := by
      refine HasDerivWithinAt.comp (0 : ℝ) ?_ hl hmaps
      simpa using vacPol_slope
    exact hcomp
  refine (((HasDerivWithinAt.fun_sum hi).const_mul (2 * α / Real.pi)).const_add 1).congr_deriv ?_
  simp only [mul_one, ← Finset.mul_sum]

/-- A form factor has squared radius `R` exactly when its product with the vacuum polarization
factor has squared radius `R - (2α/5π) Σ ƛᵢ²`, with `ƛᵢ` the reduced Compton wavelengths of
the leptons in the loops. -/
theorem squaredRadius_shift {ι : Type*} (α : ℝ) (S : Finset ι) (lam : ι → ℝ)
    (G : ℝ → ℝ) (R : ℝ) :
    HasSquaredRadius G R ↔ HasSquaredRadius (dressed α S lam G)
      (R - 2 * α / (5 * Real.pi) * ∑ i ∈ S, lam i ^ 2) := by
  have hL := loopFactor_slope α S lam
  have hL0 : loopFactor α S lam 0 = 1 := by simp [loopFactor, vacPol]
  constructor
  · rintro ⟨h0, h1⟩
    refine ⟨by simp [dressed, h0, hL0], (h1.fun_mul hL).congr_deriv ?_⟩
    rw [h0, hL0]
    ring
  · rintro ⟨h0, h1⟩
    have hG0 : G 0 = 1 := by simpa [dressed, hL0] using h0
    have hne0 : loopFactor α S lam 0 ≠ 0 := by rw [hL0]; exact one_ne_zero
    -- near zero momentum transfer the loop factor can be divided out
    have hne : ∀ᶠ y in 𝓝[Set.Ici 0] (0 : ℝ), loopFactor α S lam y ∈ {z : ℝ | z ≠ 0} :=
      hL.continuousWithinAt (isOpen_ne.mem_nhds hne0)
    refine ⟨hG0, ((h1.fun_div hL hne0).congr_deriv ?_).congr_of_eventuallyEq ?_ ?_⟩
    · rw [h0, hL0]
      ring
    · filter_upwards [hne] with y hy
      exact (mul_div_cancel_right₀ (G y) hy).symm
    · simp [dressed, hG0, hL0]

/-- A point charge dressed by lepton loops has the apparent squared radius
`-(2α/5π) Σ ƛᵢ²`. -/
theorem pointCharge_squaredRadius {ι : Type*} (α : ℝ) (S : Finset ι) (lam : ι → ℝ) :
    HasSquaredRadius (dressed α S lam (fun _ => 1))
      (-(2 * α / (5 * Real.pi) * ∑ i ∈ S, lam i ^ 2)) := by
  have h := (squaredRadius_shift α S lam (fun _ => 1) 0).1
    ⟨rfl, (hasDerivWithinAt_const _ _ _).congr_deriv (by norm_num)⟩
  rwa [zero_sub] at h

end UehlingRadiusShift
```

```lean
#print axioms UehlingRadiusShift.pointCharge_squaredRadius
-- 'UehlingRadiusShift.pointCharge_squaredRadius' depends on axioms: [propext, Classical.choice, Quot.sound]
```

## How the proof follows the calculation

`nonneg_of_slope` is the monotonicity argument: a function that vanishes at 0 and has nonnegative derivative on the half-line is nonnegative there. `log_taylor_bounds` applies it to f and g. The derivatives appear in the code as `v ^ 2 / (1 + v)` and `v ^ 3 / (1 + v)`, and `field_simp` with `ring` confirms the algebra.

`feynman_moments` computes all three moments at once, as the integral of w(aw + bw² + cw³) with free coefficients a, b and c. It supplies an explicit antiderivative of degree nine and applies the fundamental theorem of calculus.

In `vacPol_bounds`, the local statements `upper` and `lower` turn a polynomial bound on ln(1+sw) into a bound on P(s), by monotonicity of the integral. They are used three times: `h1` comes from ln(1+u) ≤ u, while `h2` and `h3` come from the second- and third-order Taylor bounds. `linarith` rearranges the results into statements about the deficit.

`vacPol_slope` works with the little-o form of the derivative. Given a tolerance c > 0, it restricts to 0 ≤ s < 280c, where s²/280 ≤ cs, so the quadratic error bound is small enough. `loopFactor_slope` is the chain rule followed by a finite sum. Since the derivative is one-sided, the chain rule also needs `hmaps`: multiplication by ƛᵢ² ≥ 0 keeps the half-line inside itself.

The forward half of `squaredRadius_shift` is the product rule, `fun_mul`. The converse uses the quotient rule, `fun_div`, which yields the slope of D/L. To transfer that slope to G, `hne` records that L is nonzero near 0 on the half-line, and `congr_of_eventuallyEq` replaces D/L by G there.

## Point charges and infinitely heavy leptons

For a point charge, G is constantly 1 and R = 0. `pointCharge_squaredRadius` then gives the apparent squared radius

−(2α/5π) Σᵢ ƛᵢ².

For α > 0 and at least one nonzero ƛᵢ this is negative, so it cannot be the mean square radius of a nonnegative charge density. It reflects reduced screening: the effective charge grows with Q², whereas a spread-out positive charge makes the form factor fall.

At the other end, ƛᵢ = 0 represents an infinitely heavy lepton. Its contribution is P(0) = 0 at every y, and it drops out of the shift. With no leptons in `S`, the loop factor is 1 and the apparent and intrinsic radii coincide.
